# Integrability of the two-dimensional radial integrand F(q)/q for a particle-hole factor linear at small q and bounded by C/q² at large q

The theorem says that the radial integrand F(q)/q, which the file calls two-dimensional, is integrable over all momentum transfers q > 0. The particle-hole factor F is not computed from a model: it is any real function that is continuous and nonnegative for q > 0, lies between cq and Cq for 0 < q ≤ 1 with c > 0, and is at most C/q² for q ≥ 1, with the same C. The attempt splits the range at q = 1. It bounds the integrand by the constant C on (0, 1] and by C/q² on (1, ∞), then joins the two pieces.

In Lean, a first try:

```lean
import Mathlib

open MeasureTheory Set

namespace ElectronGasSecondOrder

noncomputable section

/-- The bounds on the particle-hole factor `F` at momentum transfer `q > 0`: it is continuous and
nonnegative, linear in `q` up to constants for `q ≤ 1`, and at most `C / q ^ 2` for `q ≥ 1`. -/
structure IsPairFactor (F : ℝ → ℝ) (c C : ℝ) : Prop where
  cont : ContinuousOn F (Ioi 0)
  nonneg : ∀ q, 0 < q → 0 ≤ F q
  c_pos : 0 < c
  lower : ∀ q, 0 < q → q ≤ 1 → c * q ≤ F q
  upper : ∀ q, 0 < q → q ≤ 1 → F q ≤ C * q
  tail : ∀ q, 1 ≤ q → F q ≤ C / q ^ 2

/-- The two-dimensional radial integrand `F q / q` is integrable over all `q > 0`. -/
theorem integrableOn_two_dim {F : ℝ → ℝ} {c C : ℝ} (h : IsPairFactor F c C) :
    IntegrableOn (fun q : ℝ => F q / q) (Ioi 0) := by
  have hcont : ContinuousOn (fun q : ℝ => F q / q) (Ioi 0) :=
    h.cont.div continuousOn_id (fun q hq => ne_of_gt hq)
  -- small momentum transfer: the integrand is bounded
  have h1 : IntegrableOn (fun q : ℝ => F q / q) (Ioc 0 1) := by
    have hg : IntegrableOn (fun _ : ℝ => C) (Ioc 0 1) :=
      integrableOn_const (by simp)
    refine Integrable.mono' hg
      ((hcont.mono (fun q hq => hq.1)).aestronglyMeasurable measurableSet_Ioc) ?_
    refine (ae_restrict_iff' measurableSet_Ioc).2 (Filter.Eventually.of_forall ?_)
    intro q hq
    rw [Real.norm_of_nonneg (div_nonneg (h.nonneg q hq.1) hq.1.le), div_le_iff₀ hq.1]
    exact h.upper q hq.1 hq.2
  -- large momentum transfer: comparison with an inverse square
  have h2 : IntegrableOn (fun q : ℝ => F q / q) (Ioi 1) := by
    have hg : IntegrableOn (fun q : ℝ => C * q ^ (-2 : ℝ)) (Ioi 1) :=
      (integrableOn_Ioi_rpow_of_lt (by norm_num) one_pos).const_mul C
    refine Integrable.mono' hg
      ((hcont.mono (fun q hq => lt_trans one_pos hq)).aestronglyMeasurable
        measurableSet_Ioi) ?_
    refine (ae_restrict_iff' measurableSet_Ioi).2 (Filter.Eventually.of_forall ?_)
    intro q hq
    have hq1 : 1 < q := hq
    have hq0 : 0 < q := lt_trans one_pos hq1
    rw [Real.norm_of_nonneg (div_nonneg (h.nonneg q hq0) hq0.le),
      Real.rpow_neg hq0.le, Real.rpow_two, ← div_eq_mul_inv]
    exact (div_le_self (h.nonneg q hq0) hq1.le).trans (h.tail q hq1.le)
  rw [← Ioc_union_Ioi_eq_Ioi (zero_le_one' ℝ)]
  exact h1.union h2

end

end ElectronGasSecondOrder
```

The compiler's answer:

```
Main.lean:39:6: error: (deterministic) timeout at `isDefEq`, maximum number of heartbeats (200000) has been reached

Note: Use `set_option maxHeartbeats <num>` to set the limit.

Hint: Additional diagnostic information may be available using the `set_option diagnostics true` command.
Main.lean:19:0: error: (deterministic) timeout at `whnf`, maximum number of heartbeats (200000) has been reached

Note: Use `set_option maxHeartbeats <num>` to set the limit.

Hint: Additional diagnostic information may be available using the `set_option diagnostics true` command.
```

Cause. The first message says that Lean ran out of heartbeats while checking whether two expressions agree by definition. It points to the start of the whole measurability argument for q > 1, not to a term inside it.

In that argument `hcont.mono` is given `fun q hq => lt_trans one_pos hq` before anything has fixed the smaller set. Lean knows only that `hq` says `q` lies in some unknown set, yet `lt_trans` needs the inequality `1 < q`. Lean must therefore work out the set from that inequality, and nothing makes it choose the form `Ioi 1`. The finished argument must then match the measure restricted to `Ioi 1` that `Integrable.mono'` expects. The reported position suggests that this comparison used up the limit, but the message does not print the expressions.

The second message, placed at the start of the theorem, reports the same limit during `whnf`. It points to no separate faulty step, and the repair changes nothing else.

In the repair, `hsub` states the inclusion of `Ioi 1` in `Ioi 0` with both sets written out, so `hcont.mono hsub` has no set left to work out. `hmeas` also writes out the function and the restricted measure before `Integrable.mono'` uses them; the messages do not show whether this is needed once `hsub` is there.

The repair, with which the file compiles:

```diff
@@ -36,7 +36,8 @@
     have hg : IntegrableOn (fun q : ℝ => C * q ^ (-2 : ℝ)) (Ioi 1) :=
       (integrableOn_Ioi_rpow_of_lt (by norm_num) one_pos).const_mul C
-    refine Integrable.mono' hg
-      ((hcont.mono (fun q hq => lt_trans one_pos hq)).aestronglyMeasurable
-        measurableSet_Ioi) ?_
+    have hsub : Ioi (1 : ℝ) ⊆ Ioi (0 : ℝ) := Ioi_subset_Ioi zero_le_one
+    have hmeas : AEStronglyMeasurable (fun q : ℝ => F q / q) (volume.restrict (Ioi 1)) :=
+      (hcont.mono hsub).aestronglyMeasurable measurableSet_Ioi
+    refine Integrable.mono' hg hmeas ?_
     refine (ae_restrict_iff' measurableSet_Ioi).2 (Filter.Eventually.of_forall ?_)
     intro q hq
```
